# The Green function of a level-shifted finite Hermitian matrix tends to the active-space resolvent at nonreal energy as the shift goes to infinity

## Is the infinite level shift really a projection?

My trouble with the level shift in projector-based embedding is that the shifted matrix has no limit. One adds \(\mu P\) to a Fock matrix \(F\), with \(P\) the projector on the environment orbitals and \(\mu\) a large real energy, and says that the environment drops out as \(\mu\to\infty\). But \(F+\mu P\) has entries that blow up, so I can't pass the limit through a matrix inverse, and without an argument I don't know that the coupling between the two spaces stops mattering.

In an orthonormal basis split into active and environment orbitals,
\[
F=\begin{pmatrix}A&B\\ B^\dagger&C\end{pmatrix},\qquad P=\begin{pmatrix}0&0\\0&1\end{pmatrix},
\]
with \(A\) and \(C\) Hermitian and \(B\) the coupling. For an energy \(z\) with \(\operatorname{Im}z\neq0\), I expect \((F+\mu P-z)^{-1}\to\operatorname{diag}\big((A-z)^{-1},0\big)\). Can this be made rigorous and machine-checked? How large is the error at finite \(\mu\), and what happens for real \(z\)?

## The limit holds whenever \(A-z\) is invertible

Write \(M(\mu)=F+\mu P-z\), \(G(\mu)=M(\mu)^{-1}\), \(R=(A-z)^{-1}\) and \(G_0=\operatorname{diag}(R,0)\). The shift \(\mu\) is an energy penalty on the environment orbitals, and \(G_0\) is the Green function of a particle confined to the active space. For finite matrices your claim is true, the error is of order \(1/\mu\) with an explicit coefficient, and a real \(z\) is harmless as long as it is not an eigenvalue of \(A\).

### Nonreal energies give invertible matrices

Let \(H\) be Hermitian with \(\det(H-z)=0\). Then \(Hv=zv\) for some vector \(v\neq0\). Hermiticity gives \((Hv)^\dagger v=v^\dagger Hv\), that is \(\bar z\,v^\dagger v=z\,v^\dagger v\), and since \(v^\dagger v\neq0\) we get \(\bar z=z\). So \(H-z\) is invertible when \(\operatorname{Im}z\neq0\). This applies to \(H=A\), and to \(H=F+\mu P\), which is Hermitian because \(\mu\) is real.

### Rescaling the environment rows

Put \(t=1/\mu\) and \(D(t)=\operatorname{diag}(1,t)\). Multiplying from the left leaves the active rows alone and turns the environment rows \((B^\dagger,\;C-z+\mu)\) into \((tB^\dagger,\;t(C-z)+1)\):
\[
D(t)M(\mu)=N(t)=\begin{pmatrix}A-z&B\\0&1\end{pmatrix}+t\begin{pmatrix}0&0\\B^\dagger&C-z\end{pmatrix}.
\]
Unlike \(M(\mu)\), the matrix \(N(t)\) has a limit as \(t\to0\). If \(A-z\) is invertible, block multiplication gives
\[
\begin{pmatrix}R&-RB\\0&1\end{pmatrix}\begin{pmatrix}A-z&B\\0&1\end{pmatrix}=\begin{pmatrix}1&RB-RB\\0&1\end{pmatrix}=1,
\]
so the left factor is \(N(0)^{-1}\) and \(\det N(0)\neq0\). The determinant is continuous in \(t\), so \(N(t)\) is invertible for small \(t\). There \(N(t)^{-1}D(t)M(\mu)=1\), which shows that \(M(\mu)\) is invertible with \(G(\mu)=N(t)^{-1}D(t)\). Inversion is continuous at an invertible matrix, hence
\[
G(\mu)\to N(0)^{-1}D(0)=\begin{pmatrix}R&-RB\\0&1\end{pmatrix}\begin{pmatrix}1&0\\0&0\end{pmatrix}=G_0 .
\]
Hermiticity of \(A\) and \(C\) was not used in this step.

### The \(1/\mu\) correction

Define \(K\) by
\[
M(\mu)G_0=\begin{pmatrix}1&0\\B^\dagger R&0\end{pmatrix}=1-K,\qquad K=\begin{pmatrix}0&0\\-B^\dagger R&1\end{pmatrix}.
\]
Multiplying by \(G(\mu)\) from the left gives the exact identity \(G(\mu)-G_0=G(\mu)K\). The active rows of \(K\) vanish, so \(D(1/\mu)K=K/\mu\), and for large \(\mu\)
\[
\mu\,(G(\mu)-G_0)=N(1/\mu)^{-1}K\;\to\;N(0)^{-1}K=\begin{pmatrix}RBB^\dagger R&-RB\\-B^\dagger R&1\end{pmatrix}.
\]
As an interpretation that the file below does not state, the active block \(R+RBB^\dagger R/\mu\) agrees to this order with the resolvent of the effective matrix \(A-BB^\dagger/\mu\).

### An energy in the spectrum of \(A\)

Take equally many active and environment orbitals, at least one of each, and \(A=C=0\), \(B=1\), \(z=0\). Then
\[
\begin{pmatrix}-\mu&1\\1&0\end{pmatrix}\begin{pmatrix}0&1\\1&\mu\end{pmatrix}=\begin{pmatrix}1&0\\0&1\end{pmatrix},
\]
where the second factor is \(M(\mu)\). It is invertible for every \(\mu\), yet each active diagonal element of \(G(\mu)\) is \(-\mu\) and diverges.

### The Lean file

```lean
import Mathlib

open Matrix Filter Topology
open scoped ComplexOrder

namespace LevelShiftGreenFunction

noncomputable section

variable {m n : Type*} [Fintype m] [Fintype n] [DecidableEq m] [DecidableEq n]

/-- Fock matrix with active block `A`, environment block `C` and coupling `B`. -/
def fock (A : Matrix m m ℂ) (B : Matrix m n ℂ) (C : Matrix n n ℂ) :
    Matrix (m ⊕ n) (m ⊕ n) ℂ := fromBlocks A B Bᴴ C

/-- Projector `diag(0, 1)` onto the environment orbitals. -/
def envProj (m n : Type*) [DecidableEq n] : Matrix (m ⊕ n) (m ⊕ n) ℂ := fromBlocks 0 0 0 1

/-- The level-shifted matrix `F + μ P - z`. -/
def shifted (A : Matrix m m ℂ) (B : Matrix m n ℂ) (C : Matrix n n ℂ) (z : ℂ) (μ : ℝ) :
    Matrix (m ⊕ n) (m ⊕ n) ℂ := fock A B C + (μ : ℂ) • envProj m n - z • 1

/-- The level-shifted Green function `(F + μ P - z)⁻¹`. -/
def green (A : Matrix m m ℂ) (B : Matrix m n ℂ) (C : Matrix n n ℂ) (z : ℂ) (μ : ℝ) :
    Matrix (m ⊕ n) (m ⊕ n) ℂ := (shifted A B C z μ)⁻¹

/-- Resolvent `R = (A - z)⁻¹` of the active block. -/
def activeRes (A : Matrix m m ℂ) (z : ℂ) : Matrix m m ℂ := (A - z • 1)⁻¹

/-- Green function `diag(R, 0)` of the constrained active space. -/
def activeGreen (n : Type*) (A : Matrix m m ℂ) (z : ℂ) : Matrix (m ⊕ n) (m ⊕ n) ℂ :=
  fromBlocks (activeRes A z) 0 0 0

/-- The matrix `D(t) = diag(1, t)` that scales the environment rows by `t`. -/
def rescale (m n : Type*) [DecidableEq m] [DecidableEq n] (t : ℂ) :
    Matrix (m ⊕ n) (m ⊕ n) ℂ := fromBlocks 1 0 0 0 + t • envProj m n

/-- The matrix `N(t) = [[A - z, B], [0, 1]] + t [[0, 0], [Bᴴ, C - z]]`. -/
def rescaled (A : Matrix m m ℂ) (B : Matrix m n ℂ) (C : Matrix n n ℂ) (z t : ℂ) :
    Matrix (m ⊕ n) (m ⊕ n) ℂ :=
  fromBlocks (A - z • 1) B 0 1 + t • fromBlocks 0 0 Bᴴ (C - z • 1)

variable (A : Matrix m m ℂ) (B : Matrix m n ℂ) (C : Matrix n n ℂ) (z : ℂ)

omit [Fintype m] [Fintype n] in
/-- Block form of `F + μ P - z`: only the environment block is shifted by `μ`. -/
theorem shifted_eq (μ : ℝ) :
    shifted A B C z μ = fromBlocks (A - z • 1) B Bᴴ (C - z • 1 + (μ : ℂ) • 1) := by
  ext i j
  rcases i with i | i <;> rcases j with j | j <;>
    simp [shifted, fock, envProj, one_apply]
  ring

/-- A Hermitian matrix minus a nonreal energy is invertible. -/
theorem isUnit_hermitian_sub (H : Matrix m m ℂ) (hH : H.IsHermitian) (hz : z.im ≠ 0) :
    IsUnit (H - z • 1).det := by
  rw [isUnit_iff_ne_zero]
  intro hdet
  obtain ⟨v, hv0, hv⟩ := Matrix.exists_mulVec_eq_zero_iff.mpr hdet
  have hv' : H *ᵥ v = z • v := by
    rw [Matrix.sub_mulVec, Matrix.smul_mulVec, Matrix.one_mulVec] at hv
    exact sub_eq_zero.mp hv
  -- ⟨H v, v⟩ = ⟨v, H v⟩ forces conj z = z
  have h1 : star (H *ᵥ v) ⬝ᵥ v = star v ⬝ᵥ H *ᵥ v := by
    rw [Matrix.star_mulVec, hH.eq, Matrix.dotProduct_mulVec]
  rw [hv', star_smul, smul_dotProduct, dotProduct_smul, smul_eq_mul, smul_eq_mul] at h1
  have hs : star v ⬝ᵥ v ≠ 0 := fun h => hv0 (dotProduct_star_self_eq_zero.mp h)
  have h2 := congrArg Complex.im (mul_right_cancel₀ hs h1)
  have h3 : (star z).im = -z.im := Complex.conj_im z
  exact hz (by linarith)

/-- Scaling the environment rows by `1/μ` turns `F + μ P - z` into `N(1/μ)`. -/
theorem rescale_mul_shifted (μ : ℝ) (hμ : (μ : ℂ) ≠ 0) :
    rescale m n (μ : ℂ)⁻¹ * shifted A B C z μ = rescaled A B C z (μ : ℂ)⁻¹ := by
  rw [shifted_eq]
  simp only [rescale, rescaled, envProj, fromBlocks_smul, fromBlocks_add, fromBlocks_multiply]
  rw [fromBlocks_inj]
  refine ⟨by simp, by simp, by simp, ?_⟩
  simp only [smul_zero, add_zero, zero_add, Matrix.zero_mul, Matrix.smul_mul, Matrix.one_mul,
    smul_add, smul_smul, inv_mul_cancel₀ hμ, one_smul]
  exact add_comm _ _

/-- If `A - z` is invertible, then as `μ → ∞` one has `N(1/μ)⁻¹ → [[R, -R B], [0, 1]]` and
`D(1/μ) → D(0)`, and for large `μ` the shifted matrix is invertible with inverse `N⁻¹ D`. -/
theorem rescaled_limit (hA : IsUnit (A - z • 1).det) :
    Tendsto (fun μ : ℝ => (rescaled A B C z (μ : ℂ)⁻¹)⁻¹) atTop
      (𝓝 (fromBlocks (activeRes A z) (-(activeRes A z * B)) 0 1)) ∧
    Tendsto (fun μ : ℝ => rescale m n (μ : ℂ)⁻¹) atTop (𝓝 (rescale m n 0)) ∧
    ∀ᶠ μ : ℝ in atTop, IsUnit (shifted A B C z μ).det ∧
      green A B C z μ = (rescaled A B C z (μ : ℂ)⁻¹)⁻¹ * rescale m n (μ : ℂ)⁻¹ := by
  have h0 : Tendsto (fun r : ℝ => r⁻¹) atTop (𝓝 0) := tendsto_inv_atTop_zero
  have ht := (Complex.continuous_ofReal.tendsto 0).comp h0
  simp only [Function.comp_def, Complex.ofReal_inv, Complex.ofReal_zero] at ht
  have hN : Continuous fun t : ℂ => rescaled A B C z t :=
    continuous_const.add (continuous_id.smul continuous_const)
  have hD : Continuous fun t : ℂ => rescale m n t :=
    continuous_const.add (continuous_id.smul continuous_const)
  -- explicit inverse of the block-triangular matrix N(0)
  have hR : activeRes A z * (A - z • 1) = 1 := nonsing_inv_mul _ hA
  have hinv : fromBlocks (activeRes A z) (-(activeRes A z * B)) 0 (1 : Matrix n n ℂ)
      * rescaled A B C z 0 = 1 := by
    unfold rescaled
    rw [zero_smul, add_zero, fromBlocks_multiply, hR, ← fromBlocks_one, fromBlocks_inj]
    simp
  have hdet : (rescaled A B C z 0).det ≠ 0 := (isUnit_det_of_left_inverse hinv).ne_zero
  have hc : ContinuousAt Inv.inv (rescaled A B C z 0) := by
    apply continuousAt_matrix_inv
    rw [Ring.inverse_eq_inv']
    exact continuousAt_inv₀ hdet
  refine ⟨?_, (hD.tendsto 0).comp ht, ?_⟩
  · rw [← inv_eq_left_inv hinv]
    exact hc.tendsto.comp ((hN.tendsto 0).comp ht)
  · have hev := ((hN.matrix_det.tendsto 0).comp ht).eventually_ne hdet
    filter_upwards [hev, eventually_gt_atTop (0 : ℝ)] with μ h1 h2
    have hl : (rescaled A B C z (μ : ℂ)⁻¹)⁻¹ * rescale m n (μ : ℂ)⁻¹ * shifted A B C z μ = 1 := by
      rw [Matrix.mul_assoc, rescale_mul_shifted A B C z μ (Complex.ofReal_ne_zero.mpr h2.ne')]
      exact nonsing_inv_mul _ (isUnit_iff_ne_zero.mpr h1)
    exact ⟨isUnit_det_of_left_inverse hl, inv_eq_left_inv hl⟩

/-- Exact identity `G(μ) - diag(R, 0) = G(μ) [[0, 0], [-Bᴴ R, 1]]` when both inverses exist. -/
theorem green_sub_activeGreen (μ : ℝ) (hA : IsUnit (A - z • 1).det)
    (hM : IsUnit (shifted A B C z μ).det) :
    green A B C z μ - activeGreen n A z
      = green A B C z μ * fromBlocks 0 0 (-(Bᴴ * activeRes A z)) (1 : Matrix n n ℂ) := by
  have hR : (A - z • 1) * activeRes A z = 1 := mul_nonsing_inv _ hA
  have hK : shifted A B C z μ * activeGreen n A z
      + fromBlocks 0 0 (-(Bᴴ * activeRes A z)) 1 = 1 := by
    unfold activeGreen
    rw [shifted_eq, fromBlocks_multiply, hR, fromBlocks_add, ← fromBlocks_one, fromBlocks_inj]
    simp
  have hG : green A B C z μ * shifted A B C z μ = 1 := nonsing_inv_mul _ hM
  rw [eq_sub_of_add_eq' hK, Matrix.mul_sub, Matrix.mul_one, ← Matrix.mul_assoc, hG,
    Matrix.one_mul]

/-- If `A - z` is invertible, the shifted matrix is invertible for large `μ` and its
inverse tends to `diag((A - z)⁻¹, 0)` as `μ → ∞`. -/
theorem green_tendsto_of_isUnit (hA : IsUnit (A - z • 1).det) :
    (∀ᶠ μ : ℝ in atTop, IsUnit (shifted A B C z μ).det) ∧
    Tendsto (green A B C z) atTop (𝓝 (activeGreen n A z)) := by
  obtain ⟨hN, hD, hev⟩ := rescaled_limit A B C z hA
  refine ⟨hev.mono fun μ h => h.1, ?_⟩
  have hlim : fromBlocks (activeRes A z) (-(activeRes A z * B)) 0 (1 : Matrix n n ℂ)
      * rescale m n 0
      = activeGreen n A z := by
    unfold rescale activeGreen
    rw [zero_smul, add_zero, fromBlocks_multiply]
    simp
  rw [← hlim]
  exact (hN.mul hD).congr' (hev.mono fun μ h => h.2.symm)

/-- If `A - z` is invertible, `μ (G(μ) - diag(R, 0))` tends to
`[[R B Bᴴ R, -R B], [-Bᴴ R, 1]]` as `μ → ∞`. -/
theorem green_first_order (hA : IsUnit (A - z • 1).det) :
    Tendsto (fun μ : ℝ => (μ : ℂ) • (green A B C z μ - activeGreen n A z)) atTop
      (𝓝 (fromBlocks (activeRes A z * B * (Bᴴ * activeRes A z)) (-(activeRes A z * B))
        (-(Bᴴ * activeRes A z)) 1)) := by
  obtain ⟨hN, -, hev⟩ := rescaled_limit A B C z hA
  have hlim : fromBlocks (activeRes A z) (-(activeRes A z * B)) 0 (1 : Matrix n n ℂ)
      * fromBlocks (0 : Matrix m m ℂ) 0 (-(Bᴴ * activeRes A z)) (1 : Matrix n n ℂ)
      = fromBlocks (activeRes A z * B * (Bᴴ * activeRes A z)) (-(activeRes A z * B))
        (-(Bᴴ * activeRes A z)) 1 := by
    rw [fromBlocks_multiply]
    simp
  rw [← hlim]
  refine (hN.mul_const _).congr' ?_
  filter_upwards [hev, eventually_gt_atTop (0 : ℝ)] with μ h h2
  have hμ : (μ : ℂ) ≠ 0 := Complex.ofReal_ne_zero.mpr h2.ne'
  -- only environment rows occur, so μ D(1/μ) acts as the identity
  have hK : (μ : ℂ) • (rescale m n (μ : ℂ)⁻¹ *
        fromBlocks 0 0 (-(Bᴴ * activeRes A z)) (1 : Matrix n n ℂ))
      = fromBlocks 0 0 (-(Bᴴ * activeRes A z)) (1 : Matrix n n ℂ) := by
    simp only [rescale, envProj, fromBlocks_smul, fromBlocks_add, fromBlocks_multiply]
    rw [fromBlocks_inj]
    simp [smul_smul, mul_inv_cancel₀ hμ]
  rw [green_sub_activeGreen A B C z μ hA h.1, h.2, Matrix.mul_assoc, ← Matrix.mul_smul, hK]

/-- For Hermitian blocks `A`, `C` and nonreal `z`, both `A - z` and every `F + μ P - z` are
invertible, and `(F + μ P - z)⁻¹ → diag((A - z)⁻¹, 0)` as `μ → ∞`. -/
theorem green_tendsto_activeGreen (hA : A.IsHermitian) (hC : C.IsHermitian) (hz : z.im ≠ 0) :
    IsUnit (A - z • 1).det ∧ (∀ μ : ℝ, IsUnit (shifted A B C z μ).det) ∧
    Tendsto (green A B C z) atTop (𝓝 (activeGreen n A z)) := by
  have h := isUnit_hermitian_sub z A hA hz
  refine ⟨h, fun μ => isUnit_hermitian_sub z _ ?_ hz, (green_tendsto_of_isUnit A B C z h).2⟩
  have hs : star (μ : ℂ) = μ := Complex.conj_ofReal μ
  unfold Matrix.IsHermitian fock envProj
  rw [conjTranspose_add, conjTranspose_smul, hs]
  simp [fromBlocks_conjTranspose, hA.eq, hC.eq]

/-- For `A = C = 0`, `B = 1` and `z = 0` the shifted matrix is invertible for every `μ`, but
the active diagonal elements of its inverse grow without bound as `μ → ∞`. -/
theorem green_diverges_on_active_spectrum (i : n) :
    (∀ μ : ℝ, IsUnit (shifted (0 : Matrix n n ℂ) (1 : Matrix n n ℂ) 0 0 μ).det) ∧
    Tendsto (fun μ : ℝ =>
      ‖green (0 : Matrix n n ℂ) (1 : Matrix n n ℂ) 0 0 μ (Sum.inl i) (Sum.inl i)‖)
      atTop atTop := by
  have hl : ∀ μ : ℝ, fromBlocks (-((μ : ℂ) • (1 : Matrix n n ℂ))) (1 : Matrix n n ℂ)
        (1 : Matrix n n ℂ) (0 : Matrix n n ℂ)
      * shifted (0 : Matrix n n ℂ) (1 : Matrix n n ℂ) 0 0 μ = 1 := by
    intro μ
    rw [shifted_eq, fromBlocks_multiply, ← fromBlocks_one, fromBlocks_inj]
    simp
  refine ⟨fun μ => isUnit_det_of_left_inverse (hl μ), ?_⟩
  refine (tendsto_abs_atTop_atTop (G := ℝ)).congr fun μ => ?_
  unfold green
  rw [inv_eq_left_inv (hl μ)]
  simp

end

end LevelShiftGreenFunction
```

```lean
#print axioms LevelShiftGreenFunction.green_first_order
#print axioms LevelShiftGreenFunction.green_tendsto_activeGreen
#print axioms LevelShiftGreenFunction.green_diverges_on_active_spectrum
```

```
'LevelShiftGreenFunction.green_first_order' depends on axioms: [propext, Classical.choice, Quot.sound]
'LevelShiftGreenFunction.green_tendsto_activeGreen' depends on axioms: [propext, Classical.choice, Quot.sound]
'LevelShiftGreenFunction.green_diverges_on_active_spectrum' depends on axioms: [propext, Classical.choice, Quot.sound]
```

### What the four final theorems say

The finite types `m` and `n` label active and environment orbitals, and `m ⊕ n` labels the whole basis, with `Sum.inl i` an active index. `fromBlocks` lists blocks row by row, and `Bᴴ` is \(B^\dagger\). The definitions `fock`, `envProj`, `shifted`, `green`, `activeRes`, `activeGreen`, `rescale` and `rescaled` are \(F\), \(P\), \(M(\mu)\), \(G(\mu)\), \(R\), \(G_0\), \(D(t)\) and \(N(t)\). The sign convention is \((H-z)^{-1}\), the negative of the common \((z-H)^{-1}\). `Tendsto … atTop (𝓝 …)` is the limit \(\mu\to+\infty\) over the reals, entry by entry, and `∀ᶠ μ : ℝ in atTop` means "for all sufficiently large \(\mu\)". Mathlib's `⁻¹` returns zero on a singular matrix, and the clauses saying that a determinant `IsUnit`, meaning nonzero, are what make \(R\) and \(G(\mu)\) true inverses.

`green_tendsto_activeGreen` is your claim. From `A.IsHermitian`, `C.IsHermitian` and `z.im ≠ 0`, with \(B\) arbitrary, it concludes that \(A-z\) is invertible, that \(M(\mu)\) is invertible for every real \(\mu\), and that \(G(\mu)\to G_0\). `green_tendsto_of_isUnit` assumes only `IsUnit (A - z • 1).det`, for arbitrary complex \(A\), \(C\) and \(z\); it gives the same limit, with invertibility of \(M(\mu)\) for large \(\mu\) only. `green_first_order` gives the limit of \(\mu(G(\mu)-G_0)\) under that same hypothesis. `green_diverges_on_active_spectrum` is the example, for any orbital `i : n`; it is one instance and says nothing general about eigenvalues of \(A\).

All limits are at fixed \(z\), with no uniformity in \(z\) and no explicit threshold for "large \(\mu\)", so densities or energies obtained by contour integration are not covered. The basis is finite and orthonormal, with no overlap matrix, and \(F\) is a given matrix independent of \(\mu\). For projector-based embedding, where \(P\) projects on the occupied orbitals of the environment and the block called active here holds all remaining orbitals, virtual ones included, the result says that in a finite one-particle model with a fixed, non-self-consistent Fock matrix the level shift reproduces exact exclusion of the environment orbitals in the limit, with a Green-function error of order \(1/\mu\).

### How the lemmas follow the derivation

`shifted_eq` writes \(M(\mu)\) in blocks. In `isUnit_hermitian_sub`, `Matrix.exists_mulVec_eq_zero_iff` supplies \(v\), `h1` is \((Hv)^\dagger v=v^\dagger Hv\), `mul_right_cancel₀` cancels \(v^\dagger v\), and `linarith` compares imaginary parts. `rescale_mul_shifted` is \(D(1/\mu)M(\mu)=N(1/\mu)\) for \(\mu\neq0\), checked block by block through `fromBlocks_inj`.

`rescaled_limit` carries the analysis. In it `ht` says \(1/\mu\to0\), `hN` and `hD` are continuity in \(t\), `hinv` is the explicit inverse of \(N(0)\), and `hc` is continuity of inversion there, from `continuousAt_matrix_inv`. Then `eventually_ne` keeps \(\det N(1/\mu)\) nonzero for large \(\mu\), and `hl` is \(N^{-1}DM=1\), which yields both invertibility and \(G=N^{-1}D\) by `inv_eq_left_inv`.

`green_tendsto_of_isUnit` multiplies the two limits with `hN.mul hD`, evaluates \(N(0)^{-1}D(0)\) in `hlim`, and uses `congr'` to replace \(N^{-1}D\) by \(G\), since they agree for large \(\mu\). `green_sub_activeGreen` proves \(MG_0+K=1\) as `hK` and multiplies by \(G\). In `green_first_order`, `hlim` evaluates \(N(0)^{-1}K\) and its own `hK` is \(\mu D(1/\mu)K=K\). The main theorem applies `isUnit_hermitian_sub` twice, the second time after checking that \(F+\mu P\) is Hermitian with `hs`, the reality of \(\mu\). The example exhibits the left inverse in `hl`, after which the norm of the entry is \(|\mu|\) and `tendsto_abs_atTop_atTop` finishes.
